# A quaternion matrix acting from the left commutes with forming the Kramers partner

The Kramers partner of a quaternion column is formed here by multiplying every entry on the right by the unit j. The lemma says that a square quaternion matrix `A` of finite size, acting from the left, respects this pairing: applying `A` to the partner of `x` gives the partner of `A` applied to `x`. Nothing else is assumed, so `A` need not be Hermitian and `x` need not be normalised. The attempt writes out one component of each side as a sum, moves the factor j inside the sum on the right, and compares the terms by associativity.

Lean 4 with Mathlib refuses this proof:

```lean
import Mathlib

open scoped Quaternion Matrix

namespace QuaternionHouseholder

noncomputable section

variable {n : Type*} [Fintype n]

/-- The Kramers partner of a quaternion column: right multiplication by the unit `j`. -/
def kramers (x : n → ℍ[ℝ]) : n → ℍ[ℝ] := fun i => x i * ⟨0, 0, 1, 0⟩

/-- A quaternion matrix acting from the left commutes with forming the Kramers partner. -/
theorem mulVec_kramers (A : Matrix n n ℍ[ℝ]) (x : n → ℍ[ℝ]) :
    A *ᵥ kramers x = kramers (A *ᵥ x) := by
  funext i
  change ∑ j, A i j * (x j * _) = (∑ j, A i j * x j) * _
  rw [Finset.sum_mul]
  exact Finset.sum_congr rfl fun j _ => (mul_assoc _ _ _).symm

end

end QuaternionHouseholder
```

Lean reports:

```
Main.lean:19:6: error: Tactic `rewrite` failed: Did not find an occurrence of the pattern
  (∑ i ∈ ?s, ?f i) * ?a
in the target expression
  ∑ j, A i j * (x j * { re := 0, imI := 0, imJ := 1, imK := 0 }) =
    (∑ j, A i j * x j) * { re := 0, imI := 0, imJ := 1, imK := 0 }

n : Type u_1
inst✝ : Fintype n
A : Matrix n n ℍ
x : n → ℍ
i : n
⊢ ∑ j, A i j * (x j * { re := 0, imI := 0, imJ := 1, imK := 0 }) =
    (∑ j, A i j * x j) * { re := 0, imI := 0, imJ := 1, imK := 0 }

Note: The target expression is not type-correct under the `implicit` transparency level, which may have triggered the failure. This is usually caused by unfolding of semireducible definitions in prior tactic steps. Use `set_option linter.tacticCheckInstances true` to investigate the source of the issue.
Full error:
  function expected
    A i
```

After these edits no error is left:

```diff
@@ -16,7 +16,10 @@
     A *ᵥ kramers x = kramers (A *ᵥ x) := by
   funext i
-  change ∑ j, A i j * (x j * _) = (∑ j, A i j * x j) * _
-  rw [Finset.sum_mul]
-  exact Finset.sum_congr rfl fun j _ => (mul_assoc _ _ _).symm
+  -- associativity, row by row
+  have h : ∀ (a : n → ℍ[ℝ]) (k : ℍ[ℝ]),
+      ∑ j, a j * (x j * k) = (∑ j, a j * x j) * k := fun a k => by
+    rw [Finset.sum_mul]
+    exact Finset.sum_congr rfl fun j _ => (mul_assoc _ _ _).symm
+  exact h (A i) ⟨0, 0, 1, 0⟩
 
 end
```

Diagnosis. The error says that `rw [Finset.sum_mul]` found no sum multiplied by a factor, though the right-hand side plainly shows one. What blocks the match is the factor j. The `_` in `change` was filled with the bare structure `{ re := 0, imI := 0, imJ := 1, imK := 0 }`, whose own type is `QuaternionAlgebra ℝ (-1) 0 (-1)`. The lemma's `?a` must have the type of the sum, `ℍ[ℝ]`. The two types agree only once the definition of `Quaternion` is unfolded, which `rw` does not do while matching, so it cannot assign the structure to `?a`.

The note names a different spot, `A i`, where a `Matrix` is applied as a function. That is also ill typed until a definition is unfolded, and it is the first such place the check reports. It does not stop this match, because `?f` takes the whole summand, whose type is plainly `ℍ[ℝ]`.

The repair proves the identity first as `h`, for an arbitrary row `a` and an arbitrary quaternion `k`. Since `k` is declared with type `ℍ[ℝ]`, it fits `?a` directly, and the same rewrite and associativity step succeed. Making the row a plain function also removes the mismatch named in the note, though the rewrite did not need that. The final `exact h (A i) ⟨0, 0, 1, 0⟩` puts in the matrix row and the unit j. `exact` may unfold `Quaternion`, `Matrix`, the matrix-vector product and `kramers` to see that this is the goal, so the `change` is no longer needed. The added comment is mere tidying.
